# The z-y-z Euler rate matrix is singular exactly at sin β = 0, while the unit-quaternion rate relation inverts at every orientation

## Does a quaternion remove the bad orientation, or only move it?

Take z-y-z Euler angles with $\beta=0$. The orientation is then a turn by $\alpha$ about $z$ followed by a turn by $\gamma$ about the same axis, so only $\alpha+\gamma$ matters. If I hold $\beta=0$ and set $\alpha'=1$, $\gamma'=-1$, two of my coordinates are moving and the molecule is standing still.

I see the consequence in a rigid-molecule simulation: the kinetic-energy matrix in the Euler rates becomes singular there, although nothing special is happening to the molecule. I'm told to use unit quaternions. But those are also just numbers that label an orientation. Why don't they have a bad orientation of their own somewhere else?

## The Euler rates lose a direction, and the quaternion rate keeps its length

They have none, because a unit quaternion's rate and the angular velocity determine each other at every orientation. In your example the quaternion is $\cos\frac{\alpha+\gamma}{2}+\sin\frac{\alpha+\gamma}{2}\,k$. It is constant when $\alpha'=-\gamma'$, so it moves only if the molecule does.

**Quaternion rates.** Write a vector $v$ as a pure quaternion, and let the unit quaternion $q$ carry a body vector $v$ to $qvq^*$ in space. Define $w=2q^*q'$. Differentiating $q^*q=1$ gives

$$q'^*q+q^*q'=0 .$$

The first term is the conjugate of the second, so the sum is $2\,\mathrm{Re}(q^*q')$. Hence $w$ is pure. The norm is multiplicative, so $\|w\|=2\|q^*\|\|q'\|=2\|q'\|$. Multiplying the definition by $q/2$ from the left and using $qq^*=1$ gives $q'=\tfrac12 qw$, with no denominator that could vanish.

To see that $w$ is the body angular velocity $\omega$, use $q'^*=\tfrac12w^*q^*=-\tfrac12wq^*$:

$$(qvq^*)'=\tfrac12 q(wv-vw)q^*=q(\omega\times v)q^* .$$

**Euler rates.** A rotor about a unit axis $n$ is $r=\cos\frac\theta2+\sin\frac\theta2\,n$. Since $n^2=-1$, its derivative is $r'=\frac{\theta'}2\,rn$. Let $q=ABC$, with rotors about $z$, $y$, $z$ through $\alpha$, $\beta$, $\gamma$. Then

$$q'=\tfrac{\alpha'}2AkBC+\tfrac{\beta'}2ABjC+\tfrac{\gamma'}2ABCk .$$

Now move each axis to the right through the later rotors:

- $kB=B(-\sin\beta\,i+\cos\beta\,k)$.
- $(x,y,z)\,C=C\,(x\cos\gamma+y\sin\gamma,\;y\cos\gamma-x\sin\gamma,\;z)$.

Collecting terms gives $q'=\frac12q\omega$ with $\omega=W(\alpha',\beta',\gamma')^T$ and

$$W=\begin{pmatrix}-\sin\beta\cos\gamma&\sin\gamma&0\\ \sin\beta\sin\gamma&\cos\gamma&0\\ \cos\beta&0&1\end{pmatrix}.$$

Expanding along the last column, $\det W=-\sin\beta(\cos^2\gamma+\sin^2\gamma)=-\sin\beta$. Take the body axes along the principal axes of inertia, with principal moments $I_a,I_b,I_c$. The rotational kinetic energy is then $\frac12\omega^TD\omega$ with $D=\mathrm{diag}(I_a,I_b,I_c)$, so its matrix in the Euler rates is $W^TDW$, and

$$\det(W^TDW)=I_aI_bI_c\sin^2\beta .$$

For positive moments this vanishes exactly when $\sin\beta=0$. There the rates $(1,0,-\cos\beta)$ give $\omega=0$; at $\beta=0$ this is your example. Every attainable $\omega=(\omega_0,\omega_1,\omega_2)$ also satisfies $\omega_0\cos\gamma=\omega_1\sin\gamma$, so the body direction $(\cos\gamma,-\sin\gamma,0)$ is missing. Away from the singularity, solving for the first rate gives $\alpha'=(\omega_1\sin\gamma-\omega_0\cos\gamma)/\sin\beta$, which can grow without bound as $\sin\beta\to0$ while $\omega$ stays moderate.

For a classical rigid-molecule simulation, this means that the conversion from angular velocity to quaternion rate needs no special treatment near any orientation.

**What the Lean statements say.** `ofVec` embeds a vector as a pure quaternion, `bodyVelocity q p` is $2q^*p$, `eulerQuat` is the product $ABC$, and `eulerRate β γ` is $W$. Components are numbered 0, 1, 2 along the body axes, and the moments belong to those axes in the same order.

- `quaternion_velocity` takes a path with unit norm at all times and derivative $q'$ at time $t$. It concludes that $w$ has zero real part and norm $2\|q'\|$ there.
- `bodyVelocity_eq_iff` says that at any unit $q$, $2q^*p=w$ holds if and only if $p=\frac12qw$. This is the precise sense in which there is no singularity.
- `body_vector_rate` identifies the vector in $2q^*q'$ as the angular velocity, through its action on every body-fixed vector.
- `euler_velocity` says that differentiable Euler angles produce the angular velocity $W(\alpha',\beta',\gamma')^T$. The meaning of $W$ is therefore derived from the orientation itself.
- `euler_kinetic_det` gives the determinant and the criterion $\sin\beta=0$. The criterion needs all three moments to be nonzero: for a linear molecule, with one vanishing moment, the determinant is zero at every $\beta$.
- `gimbal_lock` gives the idle rates and the plane of attainable angular velocities.

The model is a rigid body with fixed principal moments, and the expression for its kinetic energy is physical input. The statements are about rates at an instant; torques, time-stepping and the drift of $\|q\|$ in a numerical integration are separate matters.

```lean
import Mathlib

open Matrix
open Real (cos sin)

namespace EulerVersusQuaternion

noncomputable section

local notation "ℍ" => Quaternion ℝ

/-- A vector of three-dimensional space, written as a pure quaternion. -/
def ofVec (v : Fin 3 → ℝ) : ℍ := ⟨0, v 0, v 1, v 2⟩

/-- The real part of an embedded vector is zero, and its imaginary parts are the
components of the vector. -/
theorem ofVec_components (v : Fin 3 → ℝ) :
    (ofVec v).re = 0 ∧ (ofVec v).imI = v 0 ∧ (ofVec v).imJ = v 1 ∧ (ofVec v).imK = v 2 :=
  ⟨rfl, rfl, rfl, rfl⟩

/-- The quaternion `1` has real part one and no imaginary parts. -/
theorem one_components :
    (1 : ℍ).re = 1 ∧ (1 : ℍ).imI = 0 ∧ (1 : ℍ).imJ = 0 ∧ (1 : ℍ).imK = 0 :=
  ⟨rfl, rfl, rfl, rfl⟩

/-- Quaternion conjugation commutes with multiplication by real scalars. -/
instance : StarModule ℝ ℍ := ⟨fun r a => by ext <;> simp⟩

/-- The quaternion `2 q* p` formed from an orientation `q` and its rate of change `p`. -/
def bodyVelocity (q p : ℍ) : ℍ := (2 : ℝ) • (star q * p)

/-- The half-angle quaternion `cos (θ/2) + sin (θ/2) n` for an axis `n` and an angle `θ`. -/
def rotor (n : Fin 3 → ℝ) (θ : ℝ) : ℍ :=
  cos (θ / 2) • (1 : ℍ) + sin (θ / 2) • ofVec n

/-- The orientation with z-y-z Euler angles `α`, `β`, `γ`, as a product of three rotors. -/
def eulerQuat (α β γ : ℝ) : ℍ :=
  rotor ![0, 0, 1] α * rotor ![0, 1, 0] β * rotor ![0, 0, 1] γ

/-- The z-y-z Euler rate matrix `W`, which acts on the rates `(α', β', γ')`. -/
def eulerRate (β γ : ℝ) : Matrix (Fin 3) (Fin 3) ℝ :=
  !![-(sin β * cos γ), sin γ, 0;
     sin β * sin γ, cos γ, 0;
     cos β, 0, 1]

/-- The conjugate of a unit quaternion is its inverse on both sides. -/
theorem unit_mul_star {q : ℍ} (hq : ‖q‖ = 1) : q * star q = 1 ∧ star q * q = 1 := by
  constructor
  · rw [Quaternion.self_mul_star, Quaternion.normSq_eq_norm_mul_self, hq]
    simp
  · rw [Quaternion.star_mul_self, Quaternion.normSq_eq_norm_mul_self, hq]
    simp

/-- At every unit quaternion `q` the relation `w = 2 q* p` can be solved for the rate:
it holds exactly when `p = q w / 2`. -/
theorem bodyVelocity_eq_iff {q p w : ℍ} (hq : ‖q‖ = 1) :
    bodyVelocity q p = w ↔ p = (1 / 2 : ℝ) • (q * w) := by
  constructor
  · rintro rfl
    rw [bodyVelocity, mul_smul_comm, smul_smul, ← mul_assoc, (unit_mul_star hq).1, one_mul]
    norm_num
  · rintro rfl
    rw [bodyVelocity, mul_smul_comm, smul_smul, ← mul_assoc, (unit_mul_star hq).2, one_mul]
    norm_num

/-- Along a path of unit quaternions, wherever it is differentiable, `w = 2 q* q'` is pure
and its norm is twice the norm of `q'`. -/
theorem quaternion_velocity {q : ℝ → ℍ} {q' : ℍ} {t : ℝ} (hu : ∀ s, ‖q s‖ = 1)
    (hq : HasDerivAt q q' t) :
    (bodyVelocity (q t) q').re = 0 ∧ ‖bodyVelocity (q t) q'‖ = 2 * ‖q'‖ := by
  constructor
  · -- differentiate the constraint `q* q = 1`
    have h1 : HasDerivAt (fun s => star (q s) * q s)
        (star q' * q t + star (q t) * q') t := hq.star.mul hq
    have hconst : (fun s => star (q s) * q s) = fun _ => (1 : ℍ) :=
      funext fun s => (unit_mul_star (hu s)).2
    rw [hconst] at h1
    have h2 := h1.unique (hasDerivAt_const t (1 : ℍ))
    have h3 : (star q' * q t + star (q t) * q').re = 0 := by
      rw [h2]
      rfl
    simp at h3
    simp [bodyVelocity]
    linarith
  · rw [bodyVelocity, norm_smul, norm_mul, norm_star, hu t]
    simp

/-- If a differentiable quaternion path has unit norm at time `t` and `2 q* q'` is the
vector `ω` there, then a body-fixed vector `v`, seen in space as `q v q*`, changes at the
rate `ω × v` expressed in the body frame. -/
theorem body_vector_rate {q : ℝ → ℍ} {q' : ℍ} {t : ℝ} {ω : Fin 3 → ℝ}
    (hu : ‖q t‖ = 1) (hq : HasDerivAt q q' t)
    (hω : bodyVelocity (q t) q' = ofVec ω) (v : Fin 3 → ℝ) :
    HasDerivAt (fun s => q s * ofVec v * star (q s))
      (q t * ofVec (crossProduct ω v) * star (q t)) t := by
  have hp := (bodyVelocity_eq_iff hu).1 hω
  have hs : star (ofVec ω) = -ofVec ω := by ext <;> simp [ofVec_components]
  -- the cross product is half the commutator of pure quaternions
  have hc : ofVec (crossProduct ω v) =
      (1 / 2 : ℝ) • (ofVec ω * ofVec v - ofVec v * ofVec ω) := by
    ext <;> simp [ofVec_components, cross_apply] <;> ring
  refine ((hq.fun_mul (hasDerivAt_const t (ofVec v))).fun_mul hq.star).congr_deriv ?_
  rw [hc, hp, star_smul, star_mul, hs, star_trivial (1 / 2 : ℝ)]
  simp only [mul_zero, add_zero, smul_mul_assoc, mul_smul_comm, mul_sub, sub_mul,
    mul_neg, neg_mul, smul_neg, mul_assoc]
  module

/-- The rotor about a unit axis is a unit quaternion. -/
theorem norm_rotor {n : Fin 3 → ℝ} (hn : n ⬝ᵥ n = 1) (θ : ℝ) : ‖rotor n θ‖ = 1 := by
  simp only [dotProduct, Fin.sum_univ_three] at hn
  have h : ‖rotor n θ‖ * ‖rotor n θ‖ = 1 := by
    rw [← Quaternion.normSq_eq_norm_mul_self, Quaternion.normSq_def']
    simp [rotor, ofVec_components, one_components]
    linear_combination sin (θ / 2) ^ 2 * hn + Real.sin_sq_add_cos_sq (θ / 2)
  rcases mul_self_eq_one_iff.mp h with h | h
  · exact h
  · linarith [norm_nonneg (rotor n θ)]

/-- A rotor `r` about a fixed unit axis `n`, with differentiable angle `θ`, changes at the
rate `(θ'/2) r n`. -/
theorem rotor_hasDerivAt {n : Fin 3 → ℝ} (hn : n ⬝ᵥ n = 1) {θ : ℝ → ℝ} {θ' t : ℝ}
    (hθ : HasDerivAt θ θ' t) :
    HasDerivAt (fun s => rotor n (θ s)) ((θ' / 2) • (rotor n (θ t) * ofVec n)) t := by
  simp only [dotProduct, Fin.sum_univ_three] at hn
  have hsq : ofVec n * ofVec n = -1 := by
    ext <;> simp [ofVec_components, one_components] <;> linarith
  have h := ((hθ.div_const 2).cos.smul_const (1 : ℍ)).fun_add
    ((hθ.div_const 2).sin.smul_const (ofVec n))
  refine HasDerivAt.congr_deriv h ?_
  simp only [rotor, add_mul, smul_mul_assoc, one_mul, hsq]
  module

/-- For differentiable z-y-z Euler angles, the body angular velocity `2 q* q'` of the
orientation is the rate matrix `W` applied to `(α', β', γ')`. -/
theorem euler_velocity {α β γ : ℝ → ℝ} {α' β' γ' t : ℝ} {q' : ℍ}
    (hα : HasDerivAt α α' t) (hβ : HasDerivAt β β' t) (hγ : HasDerivAt γ γ' t)
    (hq : HasDerivAt (fun s => eulerQuat (α s) (β s) (γ s)) q' t) :
    bodyVelocity (eulerQuat (α t) (β t) (γ t)) q' =
      ofVec (eulerRate (β t) (γ t) *ᵥ ![α', β', γ']) := by
  have nz : (![0, 0, 1] : Fin 3 → ℝ) ⬝ᵥ ![0, 0, 1] = 1 := by
    simp [dotProduct, Fin.sum_univ_three]
  have ny : (![0, 1, 0] : Fin 3 → ℝ) ⬝ᵥ ![0, 1, 0] = 1 := by
    simp [dotProduct, Fin.sum_univ_three]
  have half : ∀ θ x : ℝ,
      x * (cos θ * cos (θ / 2) + sin θ * sin (θ / 2)) = x * cos (θ / 2) ∧
      x * (sin θ * cos (θ / 2) - cos θ * sin (θ / 2)) = x * sin (θ / 2) := by
    intro θ x
    have h : θ - θ / 2 = θ / 2 := by ring
    rw [← Real.cos_sub, ← Real.sin_sub, h]
    exact ⟨rfl, rfl⟩
  -- moving an axis through a later rotor turns it into the body frame
  have hy : ofVec ![0, 0, 1] * rotor ![0, 1, 0] (β t) =
      rotor ![0, 1, 0] (β t) * ofVec ![-sin (β t), 0, cos (β t)] := by
    obtain ⟨h1, h2⟩ := half (β t) 1
    ext <;> simp [rotor, ofVec_components, one_components] <;> linarith
  have hz : ∀ x y z : ℝ, ofVec ![x, y, z] * rotor ![0, 0, 1] (γ t) =
      rotor ![0, 0, 1] (γ t) *
        ofVec ![cos (γ t) * x + sin (γ t) * y, cos (γ t) * y - sin (γ t) * x, z] := by
    intro x y z
    obtain ⟨h1, h2⟩ := half (γ t) x
    obtain ⟨h3, h4⟩ := half (γ t) y
    ext <;> simp [rotor, ofVec_components, one_components] <;> linarith
  have key : ∀ A B C K J V₁ V₂ V₃ : ℍ, K * B = B * V₁ → V₁ * C = C * V₂ → J * C = C * V₃ →
      ((α' / 2) • (A * K) * B + A * ((β' / 2) • (B * J))) * C
        + A * B * ((γ' / 2) • (C * K)) =
      (1 / 2 : ℝ) • (A * B * C * (α' • V₂ + β' • V₃ + γ' • K)) := by
    intro A B C K J V₁ V₂ V₃ h1 h2 h3
    have e : K * (B * C) = B * (C * V₂) := by
      rw [← mul_assoc K, h1, mul_assoc, h2]
    simp only [add_mul, mul_add, smul_mul_assoc, mul_smul_comm, mul_assoc, e, h3]
    module
  have hW : ofVec (eulerRate (β t) (γ t) *ᵥ ![α', β', γ']) =
      α' • ofVec ![cos (γ t) * -sin (β t) + sin (γ t) * 0,
        cos (γ t) * 0 - sin (γ t) * -sin (β t), cos (β t)]
      + β' • ofVec ![cos (γ t) * 0 + sin (γ t) * 1, cos (γ t) * 1 - sin (γ t) * 0, 0]
      + γ' • ofVec ![0, 0, 1] := by
    ext <;> simp [ofVec_components, eulerRate, -mul_eq_mul_left_iff,
      -mul_eq_mul_right_iff] <;> ring
  have hn : ‖eulerQuat (α t) (β t) (γ t)‖ = 1 := by
    rw [eulerQuat, norm_mul, norm_mul, norm_rotor nz, norm_rotor ny, norm_rotor nz]
    norm_num
  rw [bodyVelocity_eq_iff hn, hW]
  refine (hq.unique (((rotor_hasDerivAt nz hα).fun_mul
    (rotor_hasDerivAt ny hβ)).fun_mul (rotor_hasDerivAt nz hγ))).trans ?_
  exact key _ _ _ _ _ _ _ _ hy (hz _ _ _) (hz _ _ _)

/-- For positive principal moments, the kinetic-energy matrix in the Euler rates has
determinant `Ia Ib Ic sin² β`, and it is singular exactly when `sin β = 0`. -/
theorem euler_kinetic_det {Ia Ib Ic : ℝ} (ha : 0 < Ia) (hb : 0 < Ib) (hc : 0 < Ic)
    (β γ : ℝ) :
    ((eulerRate β γ)ᵀ * diagonal ![Ia, Ib, Ic] * eulerRate β γ).det
        = Ia * Ib * Ic * sin β ^ 2 ∧
      (((eulerRate β γ)ᵀ * diagonal ![Ia, Ib, Ic] * eulerRate β γ).det = 0 ↔
        sin β = 0) := by
  have hW : (eulerRate β γ).det = -sin β := by
    simp [eulerRate, Matrix.det_fin_three]
    linear_combination (-sin β) * Real.sin_sq_add_cos_sq γ
  have hD : (diagonal ![Ia, Ib, Ic]).det = Ia * Ib * Ic := by
    simp [Matrix.det_diagonal, Fin.prod_univ_three]
  have h : ((eulerRate β γ)ᵀ * diagonal ![Ia, Ib, Ic] * eulerRate β γ).det
      = Ia * Ib * Ic * sin β ^ 2 := by
    rw [Matrix.det_mul, Matrix.det_mul, Matrix.det_transpose, hW, hD]
    ring
  refine ⟨h, ?_⟩
  rw [h]
  have hI : Ia * Ib * Ic ≠ 0 := by positivity
  constructor
  · intro e
    exact (pow_eq_zero_iff two_ne_zero).mp ((mul_eq_zero.mp e).resolve_left hI)
  · intro e
    rw [e]
    ring

/-- Gimbal lock: when `sin β = 0`, the Euler rates `(1, 0, -cos β)` give zero angular
velocity, and every angular velocity `W r` lies in the plane `ω₀ cos γ = ω₁ sin γ`. -/
theorem gimbal_lock {β : ℝ} (hβ : sin β = 0) (γ : ℝ) :
    eulerRate β γ *ᵥ ![1, 0, -cos β] = 0 ∧
      ∀ r : Fin 3 → ℝ,
        (eulerRate β γ *ᵥ r) 0 * cos γ = (eulerRate β γ *ᵥ r) 1 * sin γ := by
  constructor
  · ext i
    fin_cases i <;>
      simp [eulerRate, Matrix.mulVec, dotProduct, Fin.sum_univ_three, hβ]
  · intro r
    simp only [eulerRate, Matrix.mulVec, dotProduct, Fin.sum_univ_three, hβ,
      Matrix.of_apply, Matrix.cons_val]
    ring

end

end EulerVersusQuaternion
```

```lean
#print axioms EulerVersusQuaternion.body_vector_rate
-- 'EulerVersusQuaternion.body_vector_rate' depends on axioms: [propext, Classical.choice, Quot.sound]
#print axioms EulerVersusQuaternion.euler_velocity
-- 'EulerVersusQuaternion.euler_velocity' depends on axioms: [propext, Classical.choice, Quot.sound]
#print axioms EulerVersusQuaternion.euler_kinetic_det
-- 'EulerVersusQuaternion.euler_kinetic_det' depends on axioms: [propext, Classical.choice, Quot.sound]
#print axioms EulerVersusQuaternion.gimbal_lock
-- 'EulerVersusQuaternion.gimbal_lock' depends on axioms: [propext, Classical.choice, Quot.sound]
```

**How the Lean proofs run.** `unit_mul_star` supplies $qq^*=q^*q=1$. In `bodyVelocity_eq_iff`, each direction substitutes one relation into the other and cancels with it.

The first half of `quaternion_velocity` differentiates $q^*q$ by the product rule (`h1`), rewrites the same function as the constant 1, and uses uniqueness of the derivative to set the sum to zero. Taking real parts finishes it. The second half is multiplicativity of the norm.

In `body_vector_rate`, `hs` is $w^*=-w$ and `hc` writes the cross product as half a commutator. After the product rule, `module` collects the terms.

`norm_rotor` obtains the unit norm from $\sin^2+\cos^2=1$, and `rotor_hasDerivAt` uses $n^2=-1$ (`hsq`) to put the derivative into the form $\frac{\theta'}2rn$.

`euler_velocity` follows the calculation above:

- `hy` and `hz` move the axes through the later rotors. They are checked component by component, with `half` reducing expressions such as $\cos\theta\cos\frac\theta2+\sin\theta\sin\frac\theta2$ to $\cos\frac\theta2$.
- `key` is the algebra that pulls $\frac12ABC$ out to the left of the three terms of $q'$.
- `hW` recognises what remains as $W$ applied to the rates.
- `hn` shows that the orientation is a unit quaternion, so that `bodyVelocity_eq_iff` can turn the goal into $q'=\frac12q\omega$.

In `euler_kinetic_det`, `hW` is $\det W=-\sin\beta$ and `hD` is $\det D=I_aI_bI_c$; the determinant of the product is the product of the determinants. Since $I_aI_bI_c\neq0$, only $\sin^2\beta$ can vanish. `gimbal_lock` sets $\sin\beta=0$ in $W$ and multiplies out.
